# Nonzero positive semidefinite fixed points of an injective tensor's transfer map are positive definite and proportional

Whether the bond of a uniform matrix-product state carries a single full-rank density matrix, up to scale, depends on what is asked of the site matrices $A^s$. The choice made here is that the matrices of one site span all complex $D\times D$ matrices. Here $s$ labels the states of a site, and $D$ is the bond dimension. The density matrix $\rho$ summarises the chain on one side of the bond, and absorbing one more site must reproduce it:

$$E(\rho)=\rho,\qquad E(X)=\sum_s A^s X (A^s)^\dagger .$$

Under the spanning condition, every nonzero positive semidefinite solution $\rho$ is positive definite, and any two are positive multiples of each other.

## The fixed-point equation and the scale of the tensor

In Lean the type `ι` holds the site states and `n` the bond indices, so `n` is a set with $D$ elements and not a number. Both are finite. The symbol `ᴴ` is the dagger.

```lean
import Mathlib

open Matrix
open scoped ComplexOrder

namespace InjectiveTransferMap

noncomputable section

variable {ι n : Type*} [Fintype ι] [Fintype n]

/-- The transfer map `X ↦ ∑ s, A s * X * (A s)ᴴ` of a matrix-product tensor `A`. -/
def transfer (A : ι → Matrix n n ℂ) : Matrix n n ℂ →ₗ[ℂ] Matrix n n ℂ where
  toFun X := ∑ s, A s * X * (A s)ᴴ
  map_add' X Y := by simp [Matrix.mul_add, Matrix.add_mul, Finset.sum_add_distrib]
  map_smul' c X := by simp [Finset.smul_sum]
```

The hypothesis `hfix : transfer A ρ = ρ` says that the tensor has been scaled so that $\rho$ belongs to eigenvalue 1. If a calculation gives $E(\rho)=\lambda\rho$ with $\lambda>0$, dividing each $A^s$ by $\sqrt\lambda$ brings it to this form. That a fixed point exists is assumed.

Without the equation the conclusion fails: $|0\rangle\langle 0|$ is nonzero and positive semidefinite for $D=2$, but it is singular. The Pauli tensor at the end is injective and sends it to $\tfrac12\mathbb 1$.

## Spanning by the matrices of one site

```lean
/-- The tensor `A` is injective: its matrices span all matrices on the bond space. -/
def IsInjective (A : ι → Matrix n n ℂ) : Prop :=
  Submodule.span ℂ (Set.range A) = ⊤
```

Physically, `IsInjective A` says that the map $B\mapsto\sum_s \mathrm{tr}(A^sB)\,|s\rangle$ from bond matrices to site states is one-to-one. It requires at least $D^2$ site states, which often means grouping several spins into one site.

Take instead $A^0=|0\rangle\langle0|$ and $A^1=|1\rangle\langle1|$, the tensor of a GHZ state. Every diagonal matrix is then fixed, so both conclusions fail. What this example violates is already a weaker condition, that the $A^s$ share no invariant subspace other than zero and the whole space. Spanning is sufficient but not necessary: the three Pauli matrices divided by $\sqrt3$ do not span, yet their only fixed points are multiples of $\mathbb 1$.

## Positivity of the bond matrix

`PosSemidef` means that $\rho$ is Hermitian with $x^\dagger\rho x\ge0$ for all $x$, as for a density matrix, but without a condition on the trace. The quadratic form is written `star x ⬝ᵥ ρ *ᵥ x`, and `expect` is its real part. Despite the name, `expect` is an expectation value only for $x^\dagger x=1$; otherwise one divides by $x^\dagger x$.

```lean
/-- The real part of the quadratic form `⟨x, M x⟩`. -/
def expect (M : Matrix n n ℂ) (x : n → ℂ) : ℝ := (star x ⬝ᵥ M *ᵥ x).re
```

Moving the site matrices onto the vectors gives

$$x^\dagger E(\rho)x=\sum_s \big((A^s)^\dagger x\big)^\dagger\rho\,\big((A^s)^\dagger x\big).$$

```lean
/-- The quadratic form of the transferred matrix at `x` is the sum of the forms of the
original matrix at the vectors `(A s)ᴴ x`. -/
theorem form_transfer (A : ι → Matrix n n ℂ) (ρ : Matrix n n ℂ) (x : n → ℂ) :
    star x ⬝ᵥ transfer A ρ *ᵥ x =
      ∑ s, star ((A s)ᴴ *ᵥ x) ⬝ᵥ ρ *ᵥ ((A s)ᴴ *ᵥ x) := by
  have h : transfer A ρ *ᵥ x = ∑ s, (A s * ρ * (A s)ᴴ) *ᵥ x := by
    ext i
    change ((∑ s, A s * ρ * (A s)ᴴ) *ᵥ x) i = _
    simp only [Matrix.mulVec, dotProduct, Matrix.sum_apply, Finset.sum_apply, Finset.sum_mul]
    exact Finset.sum_comm
  rw [h, dotProduct_sum]
  refine Finset.sum_congr rfl fun s _ => ?_
  rw [Matrix.star_mulVec, conjTranspose_conjTranspose, ← Matrix.dotProduct_mulVec]
  simp only [Matrix.mulVec_mulVec, Matrix.mul_assoc]
```

Suppose now that $\rho$ is a positive semidefinite fixed point and $x^\dagger\rho x=0$ for some $x\ne0$. The left side is zero and every term on the right is nonnegative, so every term vanishes. For positive semidefinite $\rho$, $y^\dagger\rho y=\|\rho^{1/2}y\|^2=0$ implies $\rho y=0$. Hence $\rho(A^s)^\dagger x=0$ for every $s$.

The matrices $M$ with $\rho M^\dagger x=0$ form a complex linear subspace. It contains all $A^s$, so by spanning it contains every matrix. With $M=xy^\dagger$,

$$0=\rho M^\dagger x=(x^\dagger x)\,\rho y .$$

Since $x^\dagger x\neq0$, $\rho y=0$ for every $y$, and $\rho=0$.

```lean
/-- For an injective tensor, a positive semidefinite fixed point of the transfer map whose
quadratic form vanishes at some nonzero vector is zero. -/
theorem eq_zero_of_null {A : ι → Matrix n n ℂ} (hA : IsInjective A) {ρ : Matrix n n ℂ}
    (hρ : ρ.PosSemidef) (hfix : transfer A ρ = ρ) {x : n → ℂ} (hx : x ≠ 0)
    (hnull : star x ⬝ᵥ ρ *ᵥ x = 0) : ρ = 0 := by
  classical
  -- a vanishing sum of nonnegative terms vanishes term by term
  have hs : ∀ s, ρ *ᵥ ((A s)ᴴ *ᵥ x) = 0 := by
    intro s
    have hsum := form_transfer A ρ x
    rw [hfix, hnull] at hsum
    have h := (Finset.sum_eq_zero_iff_of_nonneg
      (fun s _ => hρ.dotProduct_mulVec_nonneg ((A s)ᴴ *ᵥ x))).1 hsum.symm s (Finset.mem_univ s)
    exact (hρ.dotProduct_mulVec_zero_iff _).1 h
  -- injectivity extends this from the `A s` to every matrix
  have hall : ∀ M : Matrix n n ℂ, ρ *ᵥ (Mᴴ *ᵥ x) = 0 := by
    intro M
    have hM : M ∈ Submodule.span ℂ (Set.range A) := by
      unfold IsInjective at hA
      rw [hA]
      exact Submodule.mem_top
    induction hM using Submodule.span_induction with
    | mem M h =>
      obtain ⟨s, rfl⟩ := h
      exact hs s
    | zero => simp
    | add M N _ _ hM hN =>
      rw [conjTranspose_add, Matrix.add_mulVec, Matrix.mulVec_add, hM, hN, add_zero]
    | smul c M _ hM =>
      rw [conjTranspose_smul, Matrix.smul_mulVec, Matrix.mulVec_smul, hM, smul_zero]
  -- the matrix `y x†` sends `x` to `(x† x) y`, a nonzero multiple of `y`
  have hy : ∀ y : n → ℂ, ρ *ᵥ y = 0 := by
    intro y
    have h := hall (vecMulVec y (star x))ᴴ
    have hv : vecMulVec y (star x) *ᵥ x = (star x ⬝ᵥ x) • y := by
      ext a
      simp only [Matrix.mulVec, dotProduct, vecMulVec_apply, Pi.smul_apply, smul_eq_mul,
        Finset.sum_mul]
      exact Finset.sum_congr rfl fun b _ => by ring
    rw [conjTranspose_conjTranspose, hv, Matrix.mulVec_smul] at h
    exact (smul_eq_zero.1 h).resolve_left fun h0 => hx (dotProduct_star_self_eq_zero.1 h0)
  ext i j
  have h := congrFun (hy (Pi.single j 1)) i
  simpa using h
```

The three intermediate claims `hs`, `hall` and `hy` are these three stages. Positivity enters in `hs`, and spanning enters in `hall` through induction over linear combinations.

Hermiticity alone would not suffice. The four matrices $\mathbb 1$, $\mathrm{diag}(1,-1)$, $|0\rangle\langle1|$ and $|1\rangle\langle0|$ span all $2\times2$ matrices, and their transfer map fixes $\mathrm{diag}(1,-1)$. This matrix is Hermitian and nonzero, yet its quadratic form vanishes at $x=(1,1)$.

## A bond matrix that is not zero

The hypothesis `h0` excludes the trivial solution $\rho=0$. The zero matrix is positive semidefinite and always fixed, but for $D\ge1$ it is not positive definite. If $\rho\neq0$, the previous argument forbids a nonzero null vector, so $x^\dagger\rho x>0$ for all $x\ne0$.

```lean
/-- For an injective tensor, every nonzero positive semidefinite fixed point of the transfer
map is positive definite. -/
theorem fixedPoint_posDef {A : ι → Matrix n n ℂ} (hA : IsInjective A) {ρ : Matrix n n ℂ}
    (hρ : ρ.PosSemidef) (h0 : ρ ≠ 0) (hfix : transfer A ρ = ρ) : ρ.PosDef :=
  Matrix.posDef_iff_dotProduct_mulVec.2 ⟨hρ.isHermitian, fun x hx =>
    lt_of_le_of_ne (hρ.dotProduct_mulVec_nonneg x)
      fun h => h0 (eq_zero_of_null hA hρ hfix hx h.symm)⟩
```

## A second fixed point, Hermitian and then positive

Let $X$ be another Hermitian fixed point, not necessarily positive. Since $\rho$ is positive definite, the ratio

$$r(x)=\frac{x^\dagger Xx}{x^\dagger\rho x}$$

is continuous on the unit sphere, which is compact, so it has a minimum $t$ at some $x_0$. Rescaling $x$ leaves $r$ unchanged, so $x^\dagger Xx\ge t\,x^\dagger\rho x$ for every $x$. Thus $X-t\rho$ is positive semidefinite, and its form vanishes at $x_0\neq0$.

```lean
/-- On a nonzero space, one can subtract from a Hermitian `X` a real multiple of a positive
definite `ρ` so that the rest is positive semidefinite and its form has a nonzero null vector. -/
theorem exists_touching [Nonempty n] {ρ X : Matrix n n ℂ} (hρ : ρ.PosDef)
    (hX : X.IsHermitian) : ∃ t : ℝ, (X - (t : ℂ) • ρ).PosSemidef ∧
      ∃ x : n → ℂ, x ≠ 0 ∧ star x ⬝ᵥ (X - (t : ℂ) • ρ) *ᵥ x = 0 := by
  have hpos : ∀ x : n → ℂ, x ≠ 0 → 0 < expect ρ x := fun x hx =>
    (Complex.lt_def.1 (hρ.dotProduct_mulVec_pos hx)).1
  have hc : ∀ M : Matrix n n ℂ, Continuous (expect M) := by
    intro M
    refine Complex.continuous_re.comp ?_
    simp only [dotProduct, Matrix.mulVec, Pi.star_apply]
    fun_prop
  have hscale : ∀ (M : Matrix n n ℂ) (c : ℝ) (x : n → ℂ),
      expect M ((c : ℂ) • x) = c ^ 2 * expect M x := by
    intro M c x
    simp only [expect, star_smul, Matrix.mulVec_smul, smul_dotProduct, dotProduct_smul,
      smul_eq_mul, Complex.star_def, Complex.conj_ofReal, Complex.re_ofReal_mul]
    ring
  have hne : ∀ x ∈ Metric.sphere (0 : n → ℂ) 1, x ≠ 0 := by
    rintro x hx rfl
    simp at hx
  -- minimise the ratio of the two forms on the unit sphere
  obtain ⟨x₀, hx₀, hmin⟩ := (isCompact_sphere (0 : n → ℂ) 1).exists_isMinOn
    (NormedSpace.sphere_nonempty.2 zero_le_one)
    ((hc X).continuousOn.div (hc ρ).continuousOn fun x hx => (hpos x (hne x hx)).ne')
  obtain ⟨t, ht⟩ : ∃ t : ℝ, t = expect X x₀ / expect ρ x₀ := ⟨_, rfl⟩
  have hle : ∀ x, t * expect ρ x ≤ expect X x := by
    intro x
    by_cases hx : x = 0
    · simp [hx, expect]
    have hn : 0 < ‖x‖ := norm_pos_iff.2 hx
    have hy : ((‖x‖⁻¹ : ℝ) : ℂ) • x ∈ Metric.sphere (0 : n → ℂ) 1 := by
      rw [mem_sphere_zero_iff_norm, norm_smul, Complex.norm_real, norm_inv, norm_norm,
        inv_mul_cancel₀ hn.ne']
    have h : t ≤ expect X (((‖x‖⁻¹ : ℝ) : ℂ) • x) / expect ρ (((‖x‖⁻¹ : ℝ) : ℂ) • x) := by
      rw [ht]
      exact hmin hy
    rw [le_div_iff₀ (hpos _ (hne _ hy)), hscale, hscale] at h
    have hc2 : 0 < ‖x‖⁻¹ ^ 2 := by positivity
    exact le_of_mul_le_mul_left (by linarith) hc2
  have hH : (X - (t : ℂ) • ρ).IsHermitian := by
    unfold Matrix.IsHermitian
    rw [conjTranspose_sub, conjTranspose_smul, hX.eq, hρ.isHermitian.eq, Complex.star_def,
      Complex.conj_ofReal]
  -- the form of a Hermitian matrix is real
  have hform : ∀ x, star x ⬝ᵥ (X - (t : ℂ) • ρ) *ᵥ x =
      ((expect X x - t * expect ρ x : ℝ) : ℂ) := by
    intro x
    have h : star (star x ⬝ᵥ (X - (t : ℂ) • ρ) *ᵥ x) = star x ⬝ᵥ (X - (t : ℂ) • ρ) *ᵥ x := by
      rw [← Matrix.star_dotProduct, Matrix.star_mulVec, hH.eq, ← Matrix.dotProduct_mulVec]
    rw [← Complex.conj_eq_iff_re.1 h]
    simp only [expect, Matrix.sub_mulVec, Matrix.smul_mulVec, dotProduct_sub, dotProduct_smul,
      smul_eq_mul, Complex.sub_re, Complex.re_ofReal_mul]
  refine ⟨t, Matrix.PosSemidef.of_dotProduct_mulVec_nonneg hH fun x => ?_, x₀, hne x₀ hx₀, ?_⟩
  · rw [hform]
    exact Complex.zero_le_real.2 (sub_nonneg.2 (hle x))
  · rw [hform, ht, div_mul_cancel₀ _ (hpos x₀ (hne x₀ hx₀)).ne', sub_self, Complex.ofReal_zero]
```

Lean's sphere uses the largest component as the norm; by the same rescaling, the minimum is that over vectors with $x^\dagger x=1$. The step `hle` carries the inequality from the sphere to all vectors, and `hform` uses Hermiticity to show that the form is real.

This is where $E(X)=X$ is needed. By linearity $E(X-t\rho)=X-t\rho$, so the null-vector result gives $X=t\rho$.

```lean
/-- For an injective tensor with a nonzero positive semidefinite fixed point `ρ`, every
Hermitian fixed point of the transfer map is a real multiple of `ρ`. -/
theorem hermitian_fixedPoint {A : ι → Matrix n n ℂ} (hA : IsInjective A)
    {ρ X : Matrix n n ℂ} (hρ : ρ.PosSemidef) (h0 : ρ ≠ 0) (hfix : transfer A ρ = ρ)
    (hX : X.IsHermitian) (hXfix : transfer A X = X) : ∃ t : ℝ, X = (t : ℂ) • ρ := by
  have hn : Nonempty n := by
    by_contra h
    rw [not_nonempty_iff] at h
    exact h0 (Matrix.ext fun i => h.elim i)
  obtain ⟨t, hpsd, x, hx, hnull⟩ := exists_touching (fixedPoint_posDef hA hρ h0 hfix) hX
  refine ⟨t, sub_eq_zero.1 (eq_zero_of_null hA hpsd ?_ hx hnull)⟩
  rw [map_sub, map_smul, hfix, hXfix]
```

If $X$ were not fixed, it need not be proportional to $\rho$, as $|0\rangle\langle0|$ shows for the Pauli tensor. The theorem is stated for Hermitian $X$; a general fixed matrix can be split into Hermitian and anti-Hermitian parts, an extension left here as a remark.

For a second bond density matrix $\sigma$, positive semidefinite and nonzero, this gives $\sigma=c\rho$ with $c$ real, and the factor $c$ is moreover positive. Both matrices are positive definite, so for any $x\neq0$

$$0<x^\dagger\sigma x=c\,x^\dagger\rho x,\qquad x^\dagger\rho x>0,$$

and therefore $c>0$. If $\sigma=0$ were allowed, $c$ would be zero.

```lean
/-- For an injective tensor, a nonzero positive semidefinite fixed point `ρ` of the transfer map
is positive definite, and every other such fixed point is a positive multiple of `ρ`. -/
theorem fixedPoint_posDef_and_unique {A : ι → Matrix n n ℂ} (hA : IsInjective A)
    {ρ : Matrix n n ℂ} (hρ : ρ.PosSemidef) (h0 : ρ ≠ 0) (hfix : transfer A ρ = ρ) :
    ρ.PosDef ∧ ∀ σ : Matrix n n ℂ, σ.PosSemidef → σ ≠ 0 → transfer A σ = σ →
      ∃ c : ℝ, 0 < c ∧ σ = (c : ℂ) • ρ := by
  have hρ' := fixedPoint_posDef hA hρ h0 hfix
  refine ⟨hρ', fun σ hσ hσ0 hσfix => ?_⟩
  obtain ⟨c, hc⟩ := hermitian_fixedPoint hA hρ h0 hfix hσ.isHermitian hσfix
  refine ⟨c, ?_, hc⟩
  -- at a nonzero vector the forms of `ρ` and `σ` are both positive, so the factor is positive
  by_contra hneg
  obtain ⟨x, hx⟩ : ∃ x : n → ℂ, x ≠ 0 := by
    by_contra h
    push Not at h
    refine hσ0 (Matrix.ext fun i j => ?_)
    exact absurd (congrFun (h fun _ => 1) i) one_ne_zero
  have h1 := (Complex.lt_def.1 (hρ'.dotProduct_mulVec_pos hx)).1
  have h2 := (Complex.lt_def.1
    ((fixedPoint_posDef hA hσ hσ0 hσfix).dotProduct_mulVec_pos hx)).1
  rw [hc, Matrix.smul_mulVec, dotProduct_smul, smul_eq_mul, Complex.re_ofReal_mul] at h2
  simp only [Complex.zero_re] at h1 h2
  exact hneg ((mul_pos_iff_of_pos_right h1).1 h2)
```

The final theorem returns `ρ.PosDef` together with the real factor `c` for every such `σ`. After division by the trace, there is at most one bond density matrix.

For a long chain one also wants repeated application of $E$ to a boundary matrix to converge to a multiple of $\rho$. That concerns the other eigenvalues of $E$, which are not treated here.

## The Pauli tensor satisfies every hypothesis

Take half of each of $\mathbb 1$, $X$, $iY$ and $Z$, where $X,Y,Z$ now denote the Pauli matrices.

```lean
/-- The tensor made of one half of the matrices `1`, `X`, `iY` and `Z`, with `X`, `Y`, `Z` the
Pauli matrices. -/
def pauliTensor : Fin 4 → Matrix (Fin 2) (Fin 2) ℂ :=
  ![!![1 / 2, 0; 0, 1 / 2], !![0, 1 / 2; 1 / 2, 0],
    !![0, 1 / 2; -1 / 2, 0], !![1 / 2, 0; 0, -1 / 2]]
```

Any $2\times2$ matrix $M$ is a combination of these four, with coefficients $M_{00}+M_{11}$, $M_{01}+M_{10}$, $M_{01}-M_{10}$ and $M_{00}-M_{11}$. Each of the four satisfies $AA^\dagger=\tfrac14\mathbb 1$, so $E(\mathbb 1)=\mathbb 1$. The normalised density matrix is $\tfrac12\mathbb 1$.

```lean
/-- The Pauli tensor is injective, and its transfer map fixes the identity matrix. -/
theorem fixedPoint_witness : IsInjective pauliTensor ∧ transfer pauliTensor 1 = 1 := by
  constructor
  · refine Submodule.eq_top_iff'.2 fun M => ?_
    -- expand `M` in the Pauli basis
    have h : M = ∑ s, (![M 0 0 + M 1 1, M 0 1 + M 1 0, M 0 1 - M 1 0, M 0 0 - M 1 1] s) •
        pauliTensor s := by
      ext i j
      simp only [Matrix.sum_apply, Matrix.smul_apply, smul_eq_mul, Fin.sum_univ_four]
      fin_cases i <;> fin_cases j <;> simp [pauliTensor] <;> ring
    rw [h]
    exact Submodule.sum_mem _ fun s _ =>
      Submodule.smul_mem _ _ (Submodule.subset_span ⟨s, rfl⟩)
  · change ∑ s, pauliTensor s * 1 * (pauliTensor s)ᴴ = 1
    ext i j
    simp only [mul_one, Matrix.sum_apply, Matrix.mul_apply, conjTranspose_apply,
      Fin.sum_univ_four, Fin.sum_univ_two]
    fin_cases i <;> fin_cases j <;> simp [pauliTensor] <;> norm_num

end

end InjectiveTransferMap
```

```lean
#print axioms InjectiveTransferMap.fixedPoint_posDef_and_unique
```

```
'InjectiveTransferMap.fixedPoint_posDef_and_unique' depends on axioms: [propext, Classical.choice, Quot.sound]
```

## Fixing the gauge of a uniform matrix-product state

In simulations of infinite chains, the result supports a routine step. There $D^2$ usually exceeds the number of states of one site, so the tensor of one site cannot be injective, but that of a block of $k$ sites can be. A fixed point of $E$ is also fixed by $E^k$, the transfer map of the block, so if the block is injective, both conclusions hold for the fixed points of $E$ as well. One computes $\rho$, scales it to trace one, factors it as $\rho=GG^\dagger$, and replaces $A^s$ by $B^s=G^{-1}A^sG$. Then

$$\sum_s B^s(B^s)^\dagger=G^{-1}E(\rho)(G^{-1})^\dagger=\mathbb 1 .$$

Positive definiteness guarantees that $G^{-1}$ exists, and uniqueness that the trace condition fixes $\rho$.

For a numerical instance, let $D=2$ and take the four matrices

$$\tfrac{\sqrt3}{2}|0\rangle\langle0|,\quad \tfrac{\sqrt3}{2}|0\rangle\langle1|,\quad \tfrac12|1\rangle\langle0|,\quad \tfrac12|1\rangle\langle1| .$$

They span all $2\times2$ matrices, and $E(X)=\mathrm{tr}(X)\,\mathrm{diag}(\tfrac34,\tfrac14)$. Starting from $\tfrac12\mathbb 1$, one application gives $\rho=\mathrm{diag}(\tfrac34,\tfrac14)$, and a second leaves it unchanged. With $G=\mathrm{diag}(\tfrac{\sqrt3}{2},\tfrac12)$ the new matrices are

$$\tfrac{\sqrt3}{2}|0\rangle\langle0|,\quad \tfrac12|0\rangle\langle1|,\quad \tfrac{\sqrt3}{2}|1\rangle\langle0|,\quad \tfrac12|1\rangle\langle1| ,$$

and $\sum_s B^s(B^s)^\dagger$ has diagonal entries $\tfrac34+\tfrac14=1$ and zeros elsewhere.
